# The least Lee-Low-Pines energy at zero total momentum for inversion-symmetric phonon modes

The phonon field is represented by a finite set $S$ of wave vectors in $\mathbb R^d$, and its state by one complex displacement $f_q$ per mode. The starting point is the energy of such a state, not the electron-phonon Hamiltonian itself. In units where $\hbar$ and the electron mass are one, the Hamiltonian at zero total momentum, with the electron coordinate eliminated, is

$$H=\tfrac12\Big\|\sum_q q\,a_q^\dagger a_q\Big\|^2+\sum_q w\,a_q^\dagger a_q+\sum_q V_q(a_q+a_q^\dagger).$$

Here $w>0$ is the energy of an optical phonon, the same for every mode, and the real number $V_q$ is the coupling of the electron to mode $q$. In a coherent state with $a_q|f\rangle=f_q|f\rangle$, normal ordering the first term gives $\frac12\|\sum_q|f_q|^2q\|^2+\frac12\sum_q\|q\|^2|f_q|^2$. The second part joins the phonon energy in the cost of a mode, $K_q=w+\|q\|^2/2$.

By the variational principle, the minimum over these coherent states is an upper bound on the ground-state energy of this finite-mode Hamiltonian. The theorems concern only that minimisation: the transformation leading to $H$, nonzero total momentum and the continuum limit with the Fröhlich coupling are not treated.

```lean
import Mathlib

open Finset

namespace LeeLowPines

noncomputable section

variable {d : ℕ}
```

The cost $K_q$ is `modeCost w q`.

```lean
/-- Energy cost of one phonon of wave vector `q`: the phonon energy `w` plus the recoil energy
`‖q‖² / 2` of the electron, in units where `ħ` and the electron mass are one. -/
def modeCost (w : ℝ) (q : EuclideanSpace ℝ (Fin d)) : ℝ := w + ‖q‖ ^ 2 / 2
```

The mean phonon momentum is $P(f)=\sum_{q\in S}|f_q|^2q$. In Lean, `•` multiplies a vector by a real number.

```lean
/-- Mean momentum `∑ |f_q|² q` carried by phonon modes with displacements `f`. -/
def phononMomentum (S : Finset (EuclideanSpace ℝ (Fin d)))
    (f : EuclideanSpace ℝ (Fin d) → ℂ) : EuclideanSpace ℝ (Fin d) :=
  ∑ q ∈ S, ‖f q‖ ^ 2 • q
```

The energy to be minimised is

$$E(f)=\tfrac12\|P(f)\|^2+\sum_{q\in S}\big(K_q|f_q|^2+2V_q\,\mathrm{Re}\,f_q\big).$$

Both `f` and `V` are functions on all of $\mathbb R^d$, but only their values on $S$ enter.

```lean
/-- The Lee-Low-Pines energy functional at zero total momentum, for complex phonon
displacements `f` and real couplings `V`. -/
def llpEnergy (S : Finset (EuclideanSpace ℝ (Fin d))) (w : ℝ)
    (V : EuclideanSpace ℝ (Fin d) → ℝ) (f : EuclideanSpace ℝ (Fin d) → ℂ) : ℝ :=
  ‖phononMomentum S f‖ ^ 2 / 2 + ∑ q ∈ S, (modeCost w q * ‖f q‖ ^ 2 + 2 * V q * (f q).re)
```

One displacement gets a name in advance, $g_q=-V_q/K_q$. It is called `optimalDisplacement` because it minimises $E$ under the symmetry assumptions of part (f); without them it need not be a minimiser, as the one-mode example at the end shows.

```lean
/-- The displacement `-V_q / (w + ‖q‖² / 2)` of each phonon mode. -/
def optimalDisplacement (w : ℝ) (V : EuclideanSpace ℝ (Fin d) → ℝ)
    (q : EuclideanSpace ℝ (Fin d)) : ℂ :=
  ((-(V q / modeCost w q) : ℝ) : ℂ)
```

## (a) The cost of a mode

**Task.** Show that for $w>0$ every wave vector satisfies

$$K_q>0.$$

**Solution.** The recoil energy $\|q\|^2/2$ is nonnegative and $w$ is positive, so their sum is positive. This includes $q=0$.

```lean
/-- For a positive phonon energy, every mode has a positive energy cost. -/
theorem modeCost_pos {w : ℝ} (hw : 0 < w) (q : EuclideanSpace ℝ (Fin d)) :
    0 < modeCost w q := by
  unfold modeCost
  positivity
```

## (b) One displaced mode

**Task.** For real $K>0$, real $v$ and complex $z$, complete the square:

$$K|z|^2+2v\,\mathrm{Re}\,z=K\Big|z+\frac vK\Big|^2-\frac{v^2}{K}.$$

**Solution.** Since $v/K$ is real,

$$\Big|z+\frac vK\Big|^2=|z|^2+\frac{2v}{K}\mathrm{Re}\,z+\frac{v^2}{K^2}.$$

Multiply by $K$ and subtract $v^2/K$. The Lean proof writes $v=Ku$ to remove the divisions, expands the norms into real and imaginary parts, and leaves a polynomial identity to `ring`.

```lean
/-- Completing the square for a single displaced mode of energy cost `K` and coupling `v`. -/
theorem mode_square {K : ℝ} (hK : 0 < K) (v : ℝ) (z : ℂ) :
    K * ‖z‖ ^ 2 + 2 * v * z.re = K * ‖z - ((-(v / K) : ℝ) : ℂ)‖ ^ 2 - v ^ 2 / K := by
  have hK' : K ≠ 0 := hK.ne'
  -- measure the coupling in units of the energy cost
  obtain ⟨u, rfl⟩ : ∃ u, v = K * u := ⟨v / K, by field_simp⟩
  have h1 : K * u / K = u := by field_simp
  have h2 : (K * u) ^ 2 / K = K * u ^ 2 := by field_simp
  rw [h1, h2, Complex.sq_norm, Complex.sq_norm, Complex.normSq_apply, Complex.normSq_apply]
  simp only [Complex.sub_re, Complex.sub_im, Complex.ofReal_re, Complex.ofReal_im]
  ring
```

## (c) The energy as squares and a constant

**Task.** Show that

$$E(f)=\tfrac12\|P(f)\|^2+\sum_{q\in S}K_q|f_q-g_q|^2-\sum_{q\in S}\frac{V_q^2}{K_q}.$$

**Solution.** Apply (b) to each mode with $K=K_q$, $v=V_q$ and $z=f_q$. Because $g_q=-V_q/K_q$, the square is $|f_q-g_q|^2$. Summing over $S$ gives the last two terms, and the term $\frac12\|P(f)\|^2$ is untouched. In Lean, `Finset.sum_congr` carries out this mode-by-mode replacement.

```lean
/-- For a positive phonon energy, the energy functional is half the squared norm of the mean phonon
momentum, plus the weighted squared distance of `f` from the displacement `-V_q / (w + ‖q‖² / 2)`,
minus `∑ V_q² / (w + ‖q‖² / 2)`. -/
theorem llpEnergy_eq (S : Finset (EuclideanSpace ℝ (Fin d))) {w : ℝ} (hw : 0 < w)
    (V : EuclideanSpace ℝ (Fin d) → ℝ) (f : EuclideanSpace ℝ (Fin d) → ℂ) :
    llpEnergy S w V f = ‖phononMomentum S f‖ ^ 2 / 2
      + ∑ q ∈ S, modeCost w q * ‖f q - optimalDisplacement w V q‖ ^ 2
      - ∑ q ∈ S, V q ^ 2 / modeCost w q := by
  unfold llpEnergy
  rw [add_sub_assoc, ← Finset.sum_sub_distrib]
  congr 1
  exact Finset.sum_congr rfl fun q _ => mode_square (modeCost_pos hw q) (V q) (f q)
```

## (d) A lower bound and its equality case

**Task.** Without any symmetry of $S$ or $V$, show that

$$E(f)\ge-\sum_{q\in S}\frac{V_q^2}{K_q},$$

with equality exactly when $P(f)=0$ and $f_q=g_q$ for all $q\in S$.

**Solution.** The first two terms in (c) are nonnegative, which gives the bound. At equality they add up to zero, so each vanishes. The first then gives $P(f)=0$. The second is a sum of nonnegative numbers, so every $K_q|f_q-g_q|^2$ is zero, and $K_q>0$ forces $f_q=g_q$. Conversely, the two conditions make both terms vanish. The names `h1` to `h4` in the proof follow this order.

```lean
/-- For any finite set of modes and any real couplings, the energy is at least `-∑ V_q² / (w + ‖q‖²
/ 2)`; equality holds exactly when the displacement is `-V_q / (w + ‖q‖² / 2)` on every mode and its
mean phonon momentum is zero. The phonon energy `w` is assumed positive. -/
theorem llpEnergy_bound (S : Finset (EuclideanSpace ℝ (Fin d))) {w : ℝ} (hw : 0 < w)
    (V : EuclideanSpace ℝ (Fin d) → ℝ) (f : EuclideanSpace ℝ (Fin d) → ℂ) :
    -∑ q ∈ S, V q ^ 2 / modeCost w q ≤ llpEnergy S w V f ∧
    (llpEnergy S w V f = -∑ q ∈ S, V q ^ 2 / modeCost w q ↔
      phononMomentum S f = 0 ∧ ∀ q ∈ S, f q = optimalDisplacement w V q) := by
  have hterm : ∀ q ∈ S, 0 ≤ modeCost w q * ‖f q - optimalDisplacement w V q‖ ^ 2 :=
    fun q _ => mul_nonneg (modeCost_pos hw q).le (sq_nonneg _)
  have hsum := Finset.sum_nonneg hterm
  have hrec : 0 ≤ ‖phononMomentum S f‖ ^ 2 := sq_nonneg _
  have hE := llpEnergy_eq S hw V f
  refine ⟨by linarith, fun h => ?_, fun h => ?_⟩
  · -- two nonnegative terms add up to zero, so both vanish
    have h1 : ‖phononMomentum S f‖ ^ 2 = 0 := by linarith
    have h2 : ∑ q ∈ S, modeCost w q * ‖f q - optimalDisplacement w V q‖ ^ 2 = 0 := by
      linarith
    refine ⟨norm_eq_zero.mp (pow_eq_zero_iff two_ne_zero |>.mp h1), fun q hq => ?_⟩
    have h3 := (Finset.sum_eq_zero_iff_of_nonneg hterm).mp h2 q hq
    have h4 := (mul_eq_zero.mp h3).resolve_left (modeCost_pos hw q).ne'
    exact sub_eq_zero.mp (norm_eq_zero.mp (pow_eq_zero_iff two_ne_zero |>.mp h4))
  · have h2 : ∑ q ∈ S, modeCost w q * ‖f q - optimalDisplacement w V q‖ ^ 2 = 0 :=
      Finset.sum_eq_zero fun q hq => by rw [h.2 q hq, sub_self, norm_zero]; ring
    rw [hE, h2, h.1, norm_zero]
    ring
```

## (e) Cancellation of opposite momenta

**Task.** Let $S$ contain $-q$ whenever it contains $q$, and let $f_{-q}=f_q$ on $S$. Show that

$$P(f)=0.$$

**Solution.** The map $q\mapsto-q$ is a bijection of $S$. Relabelling the sum with it gives

$$P(f)=\sum_{q\in S}|f_{-q}|^2(-q)=-\sum_{q\in S}|f_q|^2q=-P(f),$$

so $2P(f)=0$. A mode at $q=0$ is its own partner and needs no separate treatment. The relabelling is `Finset.sum_nbij'`.

```lean
/-- On an inversion-symmetric set of modes, an even displacement carries no net momentum. -/
theorem phononMomentum_eq_zero {S : Finset (EuclideanSpace ℝ (Fin d))}
    (hS : ∀ q ∈ S, -q ∈ S) {f : EuclideanSpace ℝ (Fin d) → ℂ}
    (hf : ∀ q ∈ S, f (-q) = f q) : phononMomentum S f = 0 := by
  -- relabelling q as -q reverses the momentum
  have h : phononMomentum S f = -phononMomentum S f := by
    unfold phononMomentum
    rw [← Finset.sum_neg_distrib]
    refine Finset.sum_nbij' (fun q => -q) (fun q => -q) hS hS
      (fun q _ => neg_neg q) (fun q _ => neg_neg q) (fun q hq => ?_)
    rw [hf q hq, smul_neg, neg_neg]
  have h2 : (2 : ℝ) • phononMomentum S f = 0 := by
    rw [two_smul]
    exact eq_neg_iff_add_eq_zero.mp h
  exact (smul_eq_zero.mp h2).resolve_left two_ne_zero
```

## (f) The minimum over complex displacements

**Task.** Let $S$ be closed under negation and $V_{-q}=V_q$ on $S$, as for a coupling with inversion symmetry. Show that

$$\min_f E(f)=-\sum_{q\in S}\frac{V_q^2}{w+\|q\|^2/2},$$

and that $f$ is a minimiser exactly when $f_q=g_q$ on $S$.

**Solution.** Since $\|-q\|=\|q\|$, also $K_{-q}=K_q$, hence $g_{-q}=g_q$. By (e), $P(g)=0$, so $g$ meets both equality conditions of (d) and reaches the bound. Any $f$ that agrees with $g$ on $S$ does the same, and by (d) no other $f$ does.

In Lean, `IsLeast (Set.range (llpEnergy S w V))` says that the number is an energy of some displacement and lies below or at all the others. Uniqueness concerns $S$ only, because values of `f` elsewhere are irrelevant.

```lean
/-- For inversion-symmetric modes and even couplings, the least Lee-Low-Pines energy at zero
momentum is `-∑ V_q² / (w + ‖q‖² / 2)`, and a displacement reaches it exactly when it equals `-V_q /
(w + ‖q‖² / 2)` on every mode. The phonon energy `w` is assumed positive. -/
theorem llp_minimum {S : Finset (EuclideanSpace ℝ (Fin d))} (hS : ∀ q ∈ S, -q ∈ S)
    {w : ℝ} (hw : 0 < w) {V : EuclideanSpace ℝ (Fin d) → ℝ} (hV : ∀ q ∈ S, V (-q) = V q) :
    IsLeast (Set.range (llpEnergy S w V)) (-∑ q ∈ S, V q ^ 2 / modeCost w q) ∧
    ∀ f, llpEnergy S w V f = -∑ q ∈ S, V q ^ 2 / modeCost w q ↔
      ∀ q ∈ S, f q = optimalDisplacement w V q := by
  have heven : ∀ q ∈ S, optimalDisplacement w V (-q) = optimalDisplacement w V q := by
    intro q hq
    simp only [optimalDisplacement, modeCost, norm_neg, hV q hq]
  have key : ∀ f, llpEnergy S w V f = -∑ q ∈ S, V q ^ 2 / modeCost w q ↔
      ∀ q ∈ S, f q = optimalDisplacement w V q := by
    intro f
    refine (llpEnergy_bound S hw V f).2.trans ⟨fun h => h.2, fun h => ⟨?_, h⟩⟩
    exact phononMomentum_eq_zero hS fun q hq => by rw [h q hq, h (-q) (hS q hq), heven q hq]
  refine ⟨⟨⟨optimalDisplacement w V, (key _).mpr fun _ _ => rfl⟩, ?_⟩, key⟩
  rintro _ ⟨f, rfl⟩
  exact (llpEnergy_bound S hw V f).1
```

## (g) The minimum over real displacements

**Task.** Under the same assumptions, show that restricting $f$ to real values leaves the minimum unchanged:

$$\min_{f\ \text{real}}\Big[\tfrac12\Big\|\sum_{q\in S}f_q^2q\Big\|^2+\sum_{q\in S}\Big(\big(w+\tfrac{\|q\|^2}{2}\big)f_q^2+2V_qf_q\Big)\Big]=-\sum_{q\in S}\frac{V_q^2}{w+\|q\|^2/2}.$$

**Solution.** For real $f$ we have $|f_q|^2=f_q^2$ and $\mathrm{Re}\,f_q=f_q$, so the bracket is $E(f)$ and the bound in (d) applies. The minimiser $g$ is real, so the restriction does not exclude it. The step `hreal` identifies the two functionals.

```lean
/-- The same minimum over real displacements, with the functional written out. -/
theorem llp_minimum_real {S : Finset (EuclideanSpace ℝ (Fin d))} (hS : ∀ q ∈ S, -q ∈ S)
    {w : ℝ} (hw : 0 < w) {V : EuclideanSpace ℝ (Fin d) → ℝ} (hV : ∀ q ∈ S, V (-q) = V q) :
    IsLeast (Set.range fun f : EuclideanSpace ℝ (Fin d) → ℝ =>
        ‖∑ q ∈ S, f q ^ 2 • q‖ ^ 2 / 2
          + ∑ q ∈ S, ((w + ‖q‖ ^ 2 / 2) * f q ^ 2 + 2 * V q * f q))
      (-∑ q ∈ S, V q ^ 2 / (w + ‖q‖ ^ 2 / 2)) := by
  have hreal : ∀ f : EuclideanSpace ℝ (Fin d) → ℝ,
      llpEnergy S w V (fun q => (f q : ℂ)) = ‖∑ q ∈ S, f q ^ 2 • q‖ ^ 2 / 2
        + ∑ q ∈ S, ((w + ‖q‖ ^ 2 / 2) * f q ^ 2 + 2 * V q * f q) := by
    intro f
    simp only [llpEnergy, phononMomentum, modeCost, Complex.norm_real, Real.norm_eq_abs,
      sq_abs, Complex.ofReal_re]
  constructor
  · -- the optimal displacement is real
    refine ⟨fun q => -(V q / modeCost w q), ?_⟩
    exact (hreal _).symm.trans (((llp_minimum hS hw hV).2 _).mpr fun _ _ => rfl)
  · rintro _ ⟨f, rfl⟩
    exact (llpEnergy_bound S hw V _).1.trans_eq (hreal f)
```

## (h) Attainment without symmetry

**Task.** For arbitrary finite $S$ and real $V$, show that

$$\Big(\exists f:\ E(f)=-\sum_{q\in S}\frac{V_q^2}{K_q}\Big)\iff P(g)=0.$$

**Solution.** If some $f$ reaches the bound, (d) gives $P(f)=0$ and $f=g$ on $S$. Since $P$ uses only values on $S$, $P(g)=P(f)=0$. Conversely, if $P(g)=0$, then $g$ itself satisfies both conditions of (d).

```lean
/-- Without any symmetry assumption, the value `-∑ V_q² / (w + ‖q‖² / 2)` is attained if and only if
the displacement `-V_q / (w + ‖q‖² / 2)` has zero mean phonon momentum. The phonon energy `w` is
assumed positive. -/
theorem bound_attained_iff (S : Finset (EuclideanSpace ℝ (Fin d))) {w : ℝ} (hw : 0 < w)
    (V : EuclideanSpace ℝ (Fin d) → ℝ) :
    (∃ f, llpEnergy S w V f = -∑ q ∈ S, V q ^ 2 / modeCost w q) ↔
      phononMomentum S (optimalDisplacement w V) = 0 := by
  constructor
  · rintro ⟨f, hf⟩
    obtain ⟨h0, h1⟩ := (llpEnergy_bound S hw V f).2.mp hf
    rw [← h0]
    exact Finset.sum_congr rfl fun q hq => by rw [h1 q hq]
  · exact fun h => ⟨_, (llpEnergy_bound S hw V _).2.mpr ⟨h, fun _ _ => rfl⟩⟩
```

## (i) A single mode with momentum

**Task.** Let $S=\{q\}$ with $q\ne0$ and $V_q\ne0$. Show that for every $f$

$$E(f)>-\frac{V_q^2}{K_q}.$$

**Solution.** Here $P(g)=(V_q/K_q)^2q$, a nonzero multiple of a nonzero vector. By (h) the bound is not attained, so the inequality in (d) is strict for every $f$. The Lean proof assumes equality and works back to $V_q/K_q=0$, a contradiction.

```lean
/-- For a single coupled mode of nonzero wave vector, every displacement has energy strictly
above `-V_q² / (w + ‖q‖² / 2)`. -/
theorem single_mode_strict {w : ℝ} (hw : 0 < w) {V : EuclideanSpace ℝ (Fin d) → ℝ}
    {q : EuclideanSpace ℝ (Fin d)} (hq : q ≠ 0) (hVq : V q ≠ 0)
    (f : EuclideanSpace ℝ (Fin d) → ℂ) :
    -(V q ^ 2 / modeCost w q) < llpEnergy {q} w V f := by
  have hb := llpEnergy_bound {q} hw V f
  have hatt := bound_attained_iff {q} hw V
  rw [Finset.sum_singleton] at hb hatt
  refine lt_of_le_of_ne hb.1 fun h => ?_
  -- equality would force the lone mode to carry no momentum
  have h0 := hatt.mp ⟨f, h.symm⟩
  rw [phononMomentum, Finset.sum_singleton] at h0
  have h1 := (smul_eq_zero.mp h0).resolve_right hq
  have h2 := norm_eq_zero.mp (pow_eq_zero_iff two_ne_zero |>.mp h1)
  have h3 : -(V q / modeCost w q) = 0 := Complex.ofReal_eq_zero.mp h2
  exact div_ne_zero hVq (modeCost_pos hw q).ne' (neg_eq_zero.mp h3)

end

end LeeLowPines
```

```lean
#print axioms LeeLowPines.llp_minimum
#print axioms LeeLowPines.llp_minimum_real
#print axioms LeeLowPines.single_mode_strict
```

```
'LeeLowPines.llp_minimum' depends on axioms: [propext, Classical.choice, Quot.sound]
'LeeLowPines.llp_minimum_real' depends on axioms: [propext, Classical.choice, Quot.sound]
'LeeLowPines.single_mode_strict' depends on axioms: [propext, Classical.choice, Quot.sound]
```

## Numbers for two modes, and sums on a grid

Take $d=1$, $w=1$, $S=\{1,-1\}$ and $V_{\pm1}=5/2$. Then $K_{\pm1}=3/2$ and $g_{\pm1}=-5/3$. The momenta cancel, each mode contributes $\frac32\cdot\frac{25}{9}-\frac{25}{3}=-\frac{25}{6}$, and the minimum is $-25/3$.

Now keep only $q=1$. For fixed $|f_1|$ the energy is lowest when $f_1$ is real and nonpositive, so it is enough to minimise $\frac12f_1^4+\frac32f_1^2+5f_1$ over real $f_1$. This function is convex, and its derivative $2f_1^3+3f_1+5$ vanishes at $f_1=-1$. The minimum is $-3$, above the bound $-25/6$.

In a program that samples wave vectors on a finite grid, the result of (f) replaces an iterative minimisation by one sum over modes, provided that the grid and the coupling are inversion symmetric. An even-sized Fourier grid that stores $-N/2$ but not $+N/2$ is not closed under negation. The sum is then still a lower bound on $E$, and evaluating $P(g)$ tells whether it is the minimum.
